# A cubic term in Kerker's exponent gives a q⁻⁶ tail to a compactly supported s orbital with a C⁵ radial function

Suppose my s pseudo-orbital is \(e^{cr^3}\) near the nucleus, so it starts as \(1+cr^3\). Its slope and curvature vanish at \(r=0\), and I continue it smoothly to zero further out. I expected its plane-wave amplitudes to die off faster than any power of the wave number \(q\). Why should a harmless-looking cubic term spoil that?

## The cubic term survives as a boundary value at the nucleus

The radial integral sees \(r\) times the orbital, here \(r+cr^4+\dots\), whose fourth derivative at the nucleus is \(24c\). Repeated integration by parts against a sine picks up exactly such even derivatives. In space, \(r^3=|\mathbf x|^3\) is not smooth at the origin, although \(r^3\) is smooth as a function on the line.

For a general radial function \(f\), let

\[
F(q)=\frac{4\pi}{q}\int_0^\infty r f(r)\sin(qr)\,dr,\qquad u(r)=r f(r).
\]

Assume that \(f\) is C⁵ with compact support and \(f'(0)=0\). For a C¹ function \(g\) of compact support,

\[
q\!\int_0^\infty\! g\sin(qr)\,dr=g(0)+\!\int_0^\infty\! g'\cos(qr)\,dr,\qquad
q\!\int_0^\infty\! g\cos(qr)\,dr=-\!\int_0^\infty\! g'\sin(qr)\,dr .
\]

Applying these alternately, five times in all, and using \(u(0)=0\), gives

\[
q^5\!\int_0^\infty\! u\sin(qr)\,dr=-q^2u''(0)+u''''(0)+\int_0^\infty u^{(5)}\cos(qr)\,dr .
\]

Since \(u^{(n)}=rf^{(n)}+nf^{(n-1)}\) for \(1\le n\le5\), we have \(u''(0)=2f'(0)=0\) and \(u''''(0)=4f'''(0)\). The last integral vanishes as \(q\to\infty\) by the Riemann–Lebesgue lemma, so

\[
q^6F(q)\to16\pi f'''(0).
\]

A nonzero slope would instead leave the \(q^{-4}\) tail of a cusp.

If \(f=\exp(a+br^2+cr^3+dr^4)\) on a core \([0,R]\) with \(R>0\), then \(f=e^a(1+br^2+cr^3+O(r^4))\) there. Hence \(f'(0)=0\), \(f'''(0)=6ce^a\), and the limit is \(96\pi ce^a\). It is zero exactly when \(c=0\).

For example, take \(a=0\) and \(c=0.1\) in inverse cubic length units. Then \(f'''(0)=0.6\) and the limit is \(9.6\pi\approx30.16\). The leading term at \(q=10\) is about \(3.0\times10^{-5}\), and doubling \(q\) divides it by 64.

## What the Lean statements say about an orbital

`formFactor f q` is \(F(q)\), the three-dimensional Fourier integral of the spherical function \(f(|\mathbf x|)\), with no volume factor. The orbital is \(f\), not \(rf\), and it need not be normalised. Its type `ℝ → ℝ` includes negative radii, which never enter the integral; `ContDiff ℝ 5 f` requires a C⁵ extension to them. "C⁵ orbital" in the code refers to this radial function: in space, an orbital with \(c\ne0\) is not three times differentiable at the nucleus. `HasCompactSupport f` replaces the exponential tail of a bound state by a strict cutoff.

`formFactor_tail` is the general limit, and `kerker_tail` its Kerker case, with agreement required only on `Icc 0 R`. In `kerker_fast_iff`, "faster than \(q^{-6}\)" means that \(q^6F(q)\) tends to zero.

The result bears on plane-wave cutoff convergence for a single s orbital whose radial function is C⁵ everywhere, including at the matching radius. Kerker's original construction is not of this kind: its four coefficients are fixed by the core norm and by matching the value and the first two derivatives. That generally leaves a jump in the third derivative at the matching radius, which contributes an oscillating term of order \(q^{-5}\), larger at high \(q\) than the tail found here.

```lean
import Mathlib

open MeasureTheory Set Filter Topology
open scoped Real

namespace KerkerConvergence

noncomputable section

/-- The s-wave plane-wave amplitude `F(q) = (4π/q) ∫₀^∞ r f(r) sin(qr) dr` of a radial
function `f`, for `q ≠ 0`. -/
def formFactor (f : ℝ → ℝ) (q : ℝ) : ℝ :=
  4 * π / q * ∫ r in Ioi (0 : ℝ), r * f r * Real.sin (q * r)

/-- Kerker's s-wave form in the core: the exponential of a quartic without linear term. -/
def kerker (a b c d r : ℝ) : ℝ := Real.exp (a + b * r ^ 2 + c * r ^ 3 + d * r ^ 4)

/-- Integration by parts on the half-line, against a sine and against a cosine, for a
continuously differentiable function of compact support. -/
theorem parts {g : ℝ → ℝ} (hg : ContDiff ℝ 1 g) (hc : HasCompactSupport g) (q : ℝ) :
    (q * ∫ r in Ioi (0 : ℝ), g r * Real.sin (q * r)) =
        g 0 + ∫ r in Ioi (0 : ℝ), deriv g r * Real.cos (q * r) ∧
    (q * ∫ r in Ioi (0 : ℝ), g r * Real.cos (q * r)) =
        -∫ r in Ioi (0 : ℝ), deriv g r * Real.sin (q * r) := by
  have int : ∀ {v w : ℝ → ℝ}, Continuous v → HasCompactSupport v → Continuous w →
      IntegrableOn (fun r => v r * w r) (Ioi 0) := fun hv hvc hw =>
    ((hv.mul hw).integrable_of_hasCompactSupport hvc.mul_right).integrableOn
  have hg' : Continuous (deriv g) := hg.continuous_deriv le_rfl
  have cs : Continuous fun r : ℝ => Real.sin (q * r) := by fun_prop
  have cc : Continuous fun r : ℝ => Real.cos (q * r) := by fun_prop
  have h1 : ∀ r, HasDerivAt g (deriv g r) r := fun r =>
    (hg.differentiable (by norm_num) r).hasDerivAt
  constructor
  · -- integrate the derivative of `g cos`
    have hd : ∀ r, deriv (fun r => g r * Real.cos (q * r)) r =
        deriv g r * Real.cos (q * r) - q * (g r * Real.sin (q * r)) := fun r =>
      (((h1 r).fun_mul ((hasDerivAt_id' r).const_mul q).cos).congr_deriv (by ring)).deriv
    have hs : ContDiff ℝ 1 (fun r => g r * Real.cos (q * r)) := by fun_prop
    have hk : HasCompactSupport (fun r => g r * Real.cos (q * r)) := hc.mul_right
    have key := hk.integral_Ioi_deriv_eq hs 0
    simp only [hd, mul_zero, Real.cos_zero, mul_one] at key
    rw [integral_sub (int hg' hc.deriv cc) ((int hg.continuous hc cs).const_mul q),
      integral_const_mul] at key
    linarith
  · -- integrate the derivative of `g sin`
    have hd : ∀ r, deriv (fun r => g r * Real.sin (q * r)) r =
        deriv g r * Real.sin (q * r) + q * (g r * Real.cos (q * r)) := fun r =>
      (((h1 r).fun_mul ((hasDerivAt_id' r).const_mul q).sin).congr_deriv (by ring)).deriv
    have hs : ContDiff ℝ 1 (fun r => g r * Real.sin (q * r)) := by fun_prop
    have hk : HasCompactSupport (fun r => g r * Real.sin (q * r)) := hc.mul_right
    have key := hk.integral_Ioi_deriv_eq hs 0
    simp only [hd, mul_zero, Real.sin_zero, neg_zero] at key
    rw [integral_add (int hg' hc.deriv cs) ((int hg.continuous hc cc).const_mul q),
      integral_const_mul] at key
    linarith

/-- Riemann-Lebesgue lemma on the half-line: the cosine transform of a continuous function
of compact support vanishes at large wave number. -/
theorem riemann_lebesgue_cos {g : ℝ → ℝ} (hg : Continuous g) (hc : HasCompactSupport g) :
    Tendsto (fun q : ℝ => ∫ r in Ioi (0 : ℝ), g r * Real.cos (q * r)) atTop (𝓝 0) := by
  have h := Real.tendsto_integral_exp_smul_cocompact
    ((Ioi (0 : ℝ)).indicator (fun r => (g r : ℂ)))
  have hs : Tendsto (fun q : ℝ => q / (2 * π)) atTop (cocompact ℝ) :=
    (tendsto_id.atTop_div_const (by positivity)).mono_right atTop_le_cocompact
  have h2 := (Complex.continuous_re.tendsto 0).comp (h.comp hs)
  rw [Complex.zero_re] at h2
  refine h2.congr fun q => ?_
  have e1 : (fun v : ℝ => Real.fourierChar (-(v * (q / (2 * π)))) •
      (Ioi (0 : ℝ)).indicator (fun r => (g r : ℂ)) v) = (Ioi (0 : ℝ)).indicator
        (fun v => Complex.exp (((-(q * v) : ℝ) : ℂ) * Complex.I) * (g v : ℂ)) := by
    funext v
    by_cases hv : v ∈ Ioi (0 : ℝ)
    · have e : 2 * π * (-(v * (q / (2 * π)))) = -(q * v) := by field_simp
      rw [indicator_of_mem hv, indicator_of_mem hv, Circle.smul_def,
        Real.fourierChar_apply, smul_eq_mul, e]
    · rw [indicator_of_notMem hv, indicator_of_notMem hv, smul_zero]
  simp only [Function.comp_apply]
  rw [e1, integral_indicator measurableSet_Ioi]
  have hk : HasCompactSupport (fun v => (g v : ℂ)) := hc.comp_left Complex.ofReal_zero
  have hi : IntegrableOn (fun v : ℝ =>
      Complex.exp (((-(q * v) : ℝ) : ℂ) * Complex.I) * (g v : ℂ)) (Ioi 0) :=
    (Continuous.integrable_of_hasCompactSupport (by fun_prop) hk.mul_left).integrableOn
  -- the real part of the Fourier integral is the cosine transform
  refine (Complex.reCLM.integral_comp_comm hi).symm.trans ?_
  refine integral_congr_ae (Eventually.of_forall fun v => ?_)
  change (Complex.exp (((-(q * v) : ℝ) : ℂ) * Complex.I) * (g v : ℂ)).re = _
  rw [Complex.re_mul_ofReal, Complex.exp_ofReal_mul_I_re, Real.cos_neg, mul_comm]

/-- Leibniz rule for `r f(r)`: its derivative of order `n + 1` is
`r f⁽ⁿ⁺¹⁾ + (n + 1) f⁽ⁿ⁾`, for `f` of class C⁵ and `n < 5`. -/
theorem iteratedDeriv_radial {f : ℝ → ℝ} (hf : ContDiff ℝ 5 f) (n : ℕ) (hn : n < 5) :
    iteratedDeriv (n + 1) (fun r => r * f r) =
      fun r => r * iteratedDeriv (n + 1) f r + ((n : ℝ) + 1) * iteratedDeriv n f r := by
  have D : ∀ m < 5, ∀ r, HasDerivAt (iteratedDeriv m f) (iteratedDeriv (m + 1) f r) r := by
    intro m hm r
    rw [iteratedDeriv_succ]
    exact (hf.differentiable_iteratedDeriv m (by exact_mod_cast hm) r).hasDerivAt
  induction n with
  | zero =>
    funext r
    have h := D 0 hn r
    rw [iteratedDeriv_zero] at h
    rw [iteratedDeriv_succ, iteratedDeriv_zero]
    exact (((hasDerivAt_id' r).fun_mul h).congr_deriv
      (by rw [iteratedDeriv_zero]; push_cast; ring)).deriv
  | succ n ih =>
    rw [iteratedDeriv_succ, ih (by omega)]
    funext r
    exact ((((hasDerivAt_id' r).fun_mul (D (n + 1) hn r)).fun_add
      ((D n (by omega) r).const_mul ((n : ℝ) + 1))).congr_deriv (by push_cast; ring)).deriv

/-- Exact form of the tail for `q ≠ 0`: if `f` is C⁵ with compact support and `f'(0) = 0`,
then `q⁶ F(q)` is `16π f'''(0)` plus `4π` times the cosine transform of `(r f)⁽⁵⁾`. -/
theorem formFactor_expansion {f : ℝ → ℝ} (hf : ContDiff ℝ 5 f) (hc : HasCompactSupport f)
    (h0 : deriv f 0 = 0) {q : ℝ} (hq : q ≠ 0) :
    q ^ 6 * formFactor f q = 4 * π * (4 * iteratedDeriv 3 f 0 +
      ∫ r in Ioi (0 : ℝ), iteratedDeriv 5 (fun s => s * f s) r * Real.cos (q * r)) := by
  have hu : ContDiff ℝ 5 (fun s => s * f s) := contDiff_id.mul hf
  have huc : HasCompactSupport (fun s => s * f s) := hc.mul_left
  have s : ∀ k, HasCompactSupport (iteratedDeriv k (fun s => s * f s)) := by
    intro k
    induction k with
    | zero => rw [iteratedDeriv_zero]; exact huc
    | succ k ih => rw [iteratedDeriv_succ]; exact ih.deriv
  have c : ∀ k ≤ 4, ContDiff ℝ 1 (iteratedDeriv k (fun s => s * f s)) := by
    intro k hk
    rw [iteratedDeriv_eq_iterate]
    have h5 : 1 + k ≤ 5 := by omega
    exact_mod_cast ContDiff.iterate_deriv' 1 k (hu.of_le (by exact_mod_cast h5))
  have S : ∀ k m, k ≤ 4 → m = k + 1 →
      (q * ∫ r in Ioi (0 : ℝ), iteratedDeriv k (fun s => s * f s) r * Real.sin (q * r)) =
        iteratedDeriv k (fun s => s * f s) 0 +
        ∫ r in Ioi (0 : ℝ), iteratedDeriv m (fun s => s * f s) r * Real.cos (q * r) ∧
      (q * ∫ r in Ioi (0 : ℝ), iteratedDeriv k (fun s => s * f s) r * Real.cos (q * r)) =
        -∫ r in Ioi (0 : ℝ), iteratedDeriv m (fun s => s * f s) r * Real.sin (q * r) := by
    rintro k _ hk rfl
    rw [iteratedDeriv_succ]
    exact parts (c k hk) (s k) q
  -- boundary values at the nucleus
  have v2 : iteratedDeriv 2 (fun s => s * f s) 0 = 0 :=
    (congrFun (iteratedDeriv_radial hf 1 (by norm_num)) 0).trans
      (by simp [iteratedDeriv_one, h0])
  have v4 : iteratedDeriv 4 (fun s => s * f s) 0 = 4 * iteratedDeriv 3 f 0 :=
    (congrFun (iteratedDeriv_radial hf 3 (by norm_num)) 0).trans (by norm_num)
  -- five integrations by parts
  have e1 := (S 0 1 (by norm_num) rfl).1
  have e2 := (S 1 2 (by norm_num) rfl).2
  have e3 := (S 2 3 (by norm_num) rfl).1
  have e4 := (S 3 4 (by norm_num) rfl).2
  have e5 := (S 4 5 (by norm_num) rfl).1
  simp only [iteratedDeriv_zero, zero_mul, zero_add] at e1
  have hF : q ^ 6 * formFactor f q =
      4 * π * (q ^ 5 * ∫ r in Ioi (0 : ℝ), r * f r * Real.sin (q * r)) := by
    unfold formFactor
    field_simp
  rw [hF]
  linear_combination 4 * π * (q ^ 4 * e1 + q ^ 3 * e2 - q ^ 2 * e3 - q * e4 + e5
    - q ^ 2 * v2 + v4)

/-- Plane-wave tail: for `f` of class C⁵ with compact support and `f'(0) = 0`,
`q⁶ F(q)` tends to `16π f'''(0)` as `q → ∞`. -/
theorem formFactor_tail {f : ℝ → ℝ} (hf : ContDiff ℝ 5 f) (hc : HasCompactSupport f)
    (h0 : deriv f 0 = 0) :
    Tendsto (fun q => q ^ 6 * formFactor f q) atTop (𝓝 (16 * π * iteratedDeriv 3 f 0)) := by
  have hu : ContDiff ℝ 5 (fun s => s * f s) := contDiff_id.mul hf
  have huc : HasCompactSupport (fun s => s * f s) := hc.mul_left
  have h5 : HasCompactSupport (iteratedDeriv 5 (fun s => s * f s)) := by
    rw [iteratedDeriv_eq_iterate]
    exact huc.deriv.deriv.deriv.deriv.deriv
  have hR := riemann_lebesgue_cos
    (hu.continuous_iteratedDeriv 5 (by exact_mod_cast le_rfl)) h5
  have hl := (hR.const_add (4 * iteratedDeriv 3 f 0)).const_mul (4 * π)
  have e : 4 * π * (4 * iteratedDeriv 3 f 0 + 0) = 16 * π * iteratedDeriv 3 f 0 := by ring
  rw [e] at hl
  refine hl.congr' ?_
  filter_upwards [eventually_ne_atTop (0 : ℝ)] with q hq
  exact (formFactor_expansion hf hc h0 hq).symm

/-- At the nucleus Kerker's form has zero slope and third derivative `6 c eᵃ`. -/
theorem kerker_derivs (a b c d : ℝ) :
    deriv (kerker a b c d) 0 = 0 ∧
      iteratedDeriv 3 (kerker a b c d) 0 = 6 * c * Real.exp a := by
  have p2 : ∀ r : ℝ, HasDerivAt (fun x : ℝ => x ^ 2) (2 * r) r := fun r => by
    simpa using hasDerivAt_pow 2 r
  have p3 : ∀ r : ℝ, HasDerivAt (fun x : ℝ => x ^ 3) (3 * r ^ 2) r := fun r => by
    simpa using hasDerivAt_pow 3 r
  have p4 : ∀ r : ℝ, HasDerivAt (fun x : ℝ => x ^ 4) (4 * r ^ 3) r := fun r => by
    simpa using hasDerivAt_pow 4 r
  have hK : ∀ r, HasDerivAt (kerker a b c d)
      ((2 * b * r + 3 * c * r ^ 2 + 4 * d * r ^ 3) * kerker a b c d r) r := fun r =>
    (((((p2 r).const_mul b).const_add a).fun_add ((p3 r).const_mul c)).fun_add
      ((p4 r).const_mul d)).exp.congr_deriv (by unfold kerker; ring)
  have hP : ∀ r, HasDerivAt (fun r : ℝ => 2 * b * r + 3 * c * r ^ 2 + 4 * d * r ^ 3)
      (2 * b + 6 * c * r + 12 * d * r ^ 2) r := fun r =>
    ((((hasDerivAt_id' r).const_mul (2 * b)).fun_add ((p2 r).const_mul (3 * c))).fun_add
      ((p3 r).const_mul (4 * d))).congr_deriv (by ring)
  have hQ : HasDerivAt (fun r : ℝ => 2 * b + 6 * c * r + 12 * d * r ^ 2) (6 * c) 0 :=
    ((((hasDerivAt_id' (0 : ℝ)).const_mul (6 * c)).const_add (2 * b)).fun_add
      ((p2 0).const_mul (12 * d))).congr_deriv (by ring)
  have d1 : deriv (kerker a b c d) = fun r =>
      (2 * b * r + 3 * c * r ^ 2 + 4 * d * r ^ 3) * kerker a b c d r :=
    funext fun r => (hK r).deriv
  have d2 : deriv (fun r => (2 * b * r + 3 * c * r ^ 2 + 4 * d * r ^ 3) * kerker a b c d r) =
      fun r => ((2 * b + 6 * c * r + 12 * d * r ^ 2) +
        (2 * b * r + 3 * c * r ^ 2 + 4 * d * r ^ 3) *
        (2 * b * r + 3 * c * r ^ 2 + 4 * d * r ^ 3)) * kerker a b c d r :=
    funext fun r => (((hP r).fun_mul (hK r)).congr_deriv (by ring)).deriv
  constructor
  · rw [d1]; ring
  · rw [iteratedDeriv_eq_iterate]
    change deriv (deriv (deriv (kerker a b c d))) 0 = _
    rw [d1, d2]
    have k0 : kerker a b c d 0 = Real.exp a := by simp [kerker]
    exact (((hQ.fun_add ((hP 0).fun_mul (hP 0))).fun_mul (hK 0)).congr_deriv
      (by rw [k0]; ring)).deriv

/-- Two functions of class Cⁿ on the line that agree on a core `[0, R]`, `R > 0`, have the
same `n`-th derivative at the nucleus. -/
theorem iteratedDeriv_eq_of_core {f g : ℝ → ℝ} {n : ℕ} (hf : ContDiff ℝ n f)
    (hg : ContDiff ℝ n g) {R : ℝ} (hR : 0 < R) (h : ∀ r ∈ Icc 0 R, f r = g r) :
    iteratedDeriv n f 0 = iteratedDeriv n g 0 := by
  have tf := ((hf.continuous_iteratedDeriv n le_rfl).tendsto 0).mono_left
    (nhdsWithin_le_nhds (s := Ioi (0 : ℝ)))
  have tg := ((hg.continuous_iteratedDeriv n le_rfl).tendsto 0).mono_left
    (nhdsWithin_le_nhds (s := Ioi (0 : ℝ)))
  refine tendsto_nhds_unique (tf.congr' ?_) tg
  -- inside the core the derivatives agree; let the radius tend to zero
  filter_upwards [Ioo_mem_nhdsGT hR] with r hr
  refine Filter.EventuallyEq.iteratedDeriv_eq n ?_
  filter_upwards [isOpen_Ioo.mem_nhds hr] with x hx
  exact h x (Ioo_subset_Icc_self hx)

/-- Kerker tail: if a C⁵ orbital of compact support has Kerker's form on a core `[0, R]`,
`R > 0`, then `q⁶ F(q)` tends to `96π c eᵃ`, with `c` the cubic coefficient. -/
theorem kerker_tail {f : ℝ → ℝ} (hf : ContDiff ℝ 5 f) (hc : HasCompactSupport f)
    {a b c d R : ℝ} (hR : 0 < R) (h : ∀ r ∈ Icc 0 R, f r = kerker a b c d r) :
    Tendsto (fun q => q ^ 6 * formFactor f q) atTop (𝓝 (96 * π * c * Real.exp a)) := by
  have hk : ∀ n : ℕ, ContDiff ℝ n (kerker a b c d) := fun n => by
    unfold kerker
    fun_prop
  have hn : ∀ n : ℕ, n ≤ 5 → ContDiff ℝ n f := fun n h5 => hf.of_le (by exact_mod_cast h5)
  have h1 := iteratedDeriv_eq_of_core (hn 1 (by norm_num)) (hk 1) hR h
  have h3 := iteratedDeriv_eq_of_core (hn 3 (by norm_num)) (hk 3) hR h
  rw [iteratedDeriv_one, iteratedDeriv_one, (kerker_derivs a b c d).1] at h1
  have ht := formFactor_tail hf hc h1
  rw [h3, (kerker_derivs a b c d).2] at ht
  convert ht using 2
  ring

/-- For a C⁵ orbital of compact support with Kerker's form on a core `[0, R]`, `R > 0`, the
amplitude decays faster than `q⁻⁶` exactly when the cubic coefficient vanishes. -/
theorem kerker_fast_iff {f : ℝ → ℝ} (hf : ContDiff ℝ 5 f) (hc : HasCompactSupport f)
    {a b c d R : ℝ} (hR : 0 < R) (h : ∀ r ∈ Icc 0 R, f r = kerker a b c d r) :
    Tendsto (fun q => q ^ 6 * formFactor f q) atTop (𝓝 0) ↔ c = 0 := by
  have ht := kerker_tail hf hc hR h
  constructor
  · intro h0
    have e := tendsto_nhds_unique ht h0
    simpa [Real.pi_ne_zero, Real.exp_ne_zero] using e
  · rintro rfl
    simpa using ht

/-- Kerker's form times a smooth cutoff that is one near the nucleus is a C⁵ orbital of
compact support with Kerker's form on a core. -/
theorem kerker_witness (χ : ContDiffBump (0 : ℝ)) (a b c d : ℝ) :
    ContDiff ℝ 5 (fun r => χ r * kerker a b c d r) ∧
      HasCompactSupport (fun r => χ r * kerker a b c d r) ∧
      0 < χ.rIn ∧ ∀ r ∈ Icc 0 χ.rIn, χ r * kerker a b c d r = kerker a b c d r := by
  have hk : ContDiff ℝ 5 (kerker a b c d) := by
    unfold kerker
    fun_prop
  refine ⟨χ.contDiff.mul hk, χ.hasCompactSupport.mul_right, χ.rIn_pos, fun r hr => ?_⟩
  have hm : r ∈ Metric.closedBall (0 : ℝ) χ.rIn := by
    rw [Metric.mem_closedBall, Real.dist_eq, sub_zero, abs_of_nonneg hr.1]
    exact hr.2
  rw [χ.one_of_mem_closedBall hm, one_mul]

end

end KerkerConvergence
```

```lean
#print axioms KerkerConvergence.kerker_tail
-- 'KerkerConvergence.kerker_tail' depends on axioms: [propext, Classical.choice, Quot.sound]
#print axioms KerkerConvergence.kerker_fast_iff
-- 'KerkerConvergence.kerker_fast_iff' depends on axioms: [propext, Classical.choice, Quot.sound]
```

## From boundary terms to the limit in Lean

`parts` integrates the derivatives of \(g\cos(qr)\) and \(g\sin(qr)\) over the half-line. `iteratedDeriv_radial` proves the Leibniz rule by induction. In `formFactor_expansion`, `e1` to `e5` are the five integrations by parts, `v2` and `v4` are the boundary values, and `linear_combination` adds them with the powers of \(q\) used above. `formFactor_tail` then removes the remainder.

That last step rests on Mathlib's `Real.tendsto_integral_exp_smul_cocompact`, the Riemann–Lebesgue lemma on the whole line. `riemann_lebesgue_cos` applies it to \(g\) multiplied by the indicator of the half-line; the resulting jump at the origin does no harm, because the lemma needs no continuity. Mathlib's Fourier phase contains \(2\pi\), so the frequency is set to \(q/(2\pi)\), and the real part gives the cosine integral.

For Kerker's form, `kerker_derivs` differentiates the exponential. `iteratedDeriv_eq_of_core` transfers the result to \(f\): derivatives agree inside the core, and continuity carries the equality to \(r=0\) from the right. Uniqueness of limits gives the equivalence with \(c=0\). Finally, `kerker_witness` supplies concrete orbitals of the required kind, Kerker's form times a smooth cutoff.
